# One orthonormal ghost function of higher energy f lowers a two-level monomer energy e by at most min(|h|, h²/(f − e))

How far can a basis function of an absent partner lower the energy of a monomer? Here the monomer energy with the ghost function present is taken to be the least eigenvalue of a fixed real 2×2 matrix, defined through eigenvectors and not through a square-root formula. The monomer function and the ghost function are orthonormal, with energies e and f, and the real number h couples them:

H = [[e, h], [h, f]]

The condition f > e says that an electron placed in the ghost function alone has a higher mean energy than in the monomer function. If E₀ is the least eigenvalue of H, the lowering d = e − E₀ satisfies

0 ≤ d ≤ min(|h|, h²/(f − e)),

and d = 0 exactly when h = 0.

## Sign and size of a counterpoise difference

A counterpoise code computes each monomer twice, in its own basis and in the basis of the whole dimer, and takes the difference as that monomer's contribution to the basis set superposition error. In the two-function model with one electron, that difference has a fixed sign and a ceiling computable from three matrix elements. The second-order estimate h²/(f − e) never underestimates it. When |h| exceeds f − e, the bound |h| is the tighter one.

## From the secular equation to the bounds

Write g = f − e and s = √((g/2)² + h²). The candidate for the lowest level is G = (e + f)/2 − s, so that for now d = e − G = s − g/2. Then d + g = s + g/2, and the product is the secular equation:

d(d + g) = s² − g²/4 = h²

Since s ≥ |g/2| ≥ g/2, also d ≥ 0. Hence f − G = d + g > 0.

For a trial vector (a, b), let Q = ea² + 2hab + fb². Because (e − G)(f − G) = h²,

(f − G)(Q − G(a² + b²)) = h²a² + 2h(f − G)ab + (f − G)²b² = (ha + (f − G)b)² ≥ 0.

Dividing by f − G gives Q ≥ G(a² + b²).

The value G is attained by the vector (f − G, −h), which is nonzero. The two rows of H give

e(f − G) − h² = (f − G)(e − (e − G)) = G(f − G),

h(f − G) − fh = G(−h).

The normalised eigenvector is this one divided by √((f − G)² + h²). If μ is any eigenvalue with eigenvector (a, b), multiplying the two rows by a and b and adding gives Q = μ(a² + b²), so μ ≥ G. Therefore E₀ = G.

The secular equation now reads d² + dg = h², with both terms on the left nonnegative. Dropping dg gives d² ≤ h², so d ≤ |h|. Dropping d² gives dg ≤ h², so d ≤ h²/g. If d = 0, then h² = 0; if h = 0, then 0 ≤ d ≤ |h| = 0.

Putting d ≤ h²/g back into dg = h² − d² bounds the error of the second-order estimate:

h²/g − h⁴/g³ ≤ d

Let k label finitely many ghost functions, orthonormal to one another and to the monomer function, with energies εₖ ≥ f and couplings hₖ to the monomer function, uncoupled among themselves. If the ghost functions of an orthonormal set are coupled to one another, diagonalising the ghost block of the matrix removes that coupling. The εₖ are then the eigenvalues of the block, and it is these that must be at least f, with f > e. For a trial vector with monomer coefficient c and ghost coefficients xₖ, put S = √(Σ hₖ²) and X = √(Σ xₖ²). By Cauchy–Schwarz,

ec² + 2c Σ hₖxₖ + Σ εₖxₖ² ≥ ec² − 2|c|SX + fX².

The right side is the two-level form with coupling S at the vector (|c|, −X). It is therefore at least (e − min(S, S²/g))(c² + X²). For a nonzero vector, division by c² + X² gives the bound on its mean energy.

## The Lean source

```lean
import Mathlib

open Matrix

namespace GhostFunctionLowering

noncomputable section

/-- The Hamiltonian of a monomer function of energy `e` and an orthonormal ghost function of
energy `f`, with real coupling `h`. -/
def hamiltonian (e f h : ℝ) : Matrix (Fin 2) (Fin 2) ℝ := !![e, h; h, f]

/-- The energy levels: the real numbers `μ` for which `H v = μ v` has a nonzero solution. -/
def energyLevels (e f h : ℝ) : Set ℝ :=
  {μ | ∃ v : Fin 2 → ℝ, v ≠ 0 ∧ hamiltonian e f h *ᵥ v = μ • v}

/-- The closed formula for the lower root of the two-level problem. -/
def groundEnergy (e f h : ℝ) : ℝ := (e + f) / 2 - √(((f - e) / 2) ^ 2 + h ^ 2)

/-- The lowering of the monomer energy `e` down to the lower root. -/
def lowering (e f h : ℝ) : ℝ := e - groundEnergy e f h

/-- The secular equation, written for the lowering `d`: `d (d + (f - e)) = h²`. -/
theorem secular_equation (e f h : ℝ) :
    lowering e f h * (lowering e f h + (f - e)) = h ^ 2 := by
  have hs : √(((f - e) / 2) ^ 2 + h ^ 2) ^ 2 = ((f - e) / 2) ^ 2 + h ^ 2 :=
    Real.sq_sqrt (by positivity)
  unfold lowering groundEnergy
  linear_combination hs

/-- The ghost function never raises the lower root above the monomer energy. -/
theorem lowering_nonneg (e f h : ℝ) : 0 ≤ lowering e f h := by
  have hs : |(f - e) / 2| ≤ √(((f - e) / 2) ^ 2 + h ^ 2) :=
    Real.abs_le_sqrt (by linarith [sq_nonneg h])
  have h1 := le_abs_self ((f - e) / 2)
  unfold lowering groundEnergy
  linarith

/-- Variational principle: for `e < f`, the energy form of any trial vector `(a, b)` is at least
the lower root times the squared norm. -/
theorem variational_bound {e f : ℝ} (hef : e < f) (h a b : ℝ) :
    groundEnergy e f h * (a ^ 2 + b ^ 2) ≤ e * a ^ 2 + 2 * h * a * b + f * b ^ 2 := by
  have hs := secular_equation e f h
  have hd := lowering_nonneg e f h
  unfold lowering at hs hd
  have hg : 0 < f - groundEnergy e f h := by linarith
  -- multiplied by the positive number f - E₀, the difference is a perfect square
  have key : (f - groundEnergy e f h) * (e * a ^ 2 + 2 * h * a * b + f * b ^ 2
      - groundEnergy e f h * (a ^ 2 + b ^ 2))
      = (h * a + (f - groundEnergy e f h) * b) ^ 2 := by
    linear_combination a ^ 2 * hs
  have hnn := (mul_nonneg_iff_of_pos_left hg).mp (key ▸ sq_nonneg _)
  linarith

/-- For `e < f`, the closed formula is the lowest energy level of the Hamiltonian. -/
theorem groundEnergy_isLeast {e f : ℝ} (hef : e < f) (h : ℝ) :
    IsLeast (energyLevels e f h) (groundEnergy e f h) := by
  have hs := secular_equation e f h
  have hd := lowering_nonneg e f h
  unfold lowering at hs hd
  constructor
  · -- the explicit eigenvector (f - E₀, -h)
    refine ⟨![f - groundEnergy e f h, -h], ?_, ?_⟩
    · intro hv
      have h0 : f - groundEnergy e f h = 0 := by simpa using congrFun hv 0
      linarith
    · ext i
      fin_cases i
      · simp [hamiltonian, Matrix.mulVec, dotProduct, Fin.sum_univ_two]
        linear_combination hs
      · simp [hamiltonian, Matrix.mulVec, dotProduct, Fin.sum_univ_two]
        ring
  · -- any other level is bounded below by the variational principle
    rintro μ ⟨v, hv, hE⟩
    have h0 : e * v 0 + h * v 1 = μ * v 0 := by
      simpa [hamiltonian, Matrix.mulVec, dotProduct, Fin.sum_univ_two] using congrFun hE 0
    have h1 : h * v 0 + f * v 1 = μ * v 1 := by
      simpa [hamiltonian, Matrix.mulVec, dotProduct, Fin.sum_univ_two] using congrFun hE 1
    have hpos : 0 < v 0 ^ 2 + v 1 ^ 2 := by
      by_contra hn
      have hn' := not_lt.mp hn
      have z0 : v 0 ^ 2 = 0 := by linarith [sq_nonneg (v 0), sq_nonneg (v 1)]
      have z1 : v 1 ^ 2 = 0 := by linarith [sq_nonneg (v 0), sq_nonneg (v 1)]
      apply hv
      ext i
      fin_cases i
      · exact (pow_eq_zero_iff two_ne_zero).mp z0
      · exact (pow_eq_zero_iff two_ne_zero).mp z1
    have hval : e * v 0 ^ 2 + 2 * h * v 0 * v 1 + f * v 1 ^ 2
        = μ * (v 0 ^ 2 + v 1 ^ 2) := by
      linear_combination v 0 * h0 + v 1 * h1
    exact le_of_mul_le_mul_right (hval ▸ variational_bound hef h (v 0) (v 1)) hpos

/-- For `e < f`, the lowering is at most the coupling strength and at most the second-order
estimate `h² / (f - e)`. -/
theorem lowering_le {e f : ℝ} (hef : e < f) (h : ℝ) :
    lowering e f h ≤ min |h| (h ^ 2 / (f - e)) := by
  have hs := secular_equation e f h
  have hd := lowering_nonneg e f h
  have hgap : 0 < f - e := sub_pos.mpr hef
  have hprod := mul_nonneg hd hgap.le
  refine le_min ?_ ?_
  · exact (le_abs_self _).trans (sq_le_sq.mp (by linarith))
  · rw [le_div_iff₀ hgap]
    linarith [sq_nonneg (lowering e f h)]

/-- If `E₀` is the lowest energy level and `e < f`, the lowering `e - E₀` lies between zero and
`min (|h|, h² / (f - e))`, and it vanishes exactly when the coupling `h` vanishes. -/
theorem ghost_lowering_bounds {e f h E₀ : ℝ} (hef : e < f)
    (hE : IsLeast (energyLevels e f h) E₀) :
    0 ≤ e - E₀ ∧ e - E₀ ≤ min |h| (h ^ 2 / (f - e)) ∧ (e - E₀ = 0 ↔ h = 0) := by
  have hl : e - E₀ = lowering e f h := by
    rw [hE.unique (groundEnergy_isLeast hef h), lowering]
  rw [hl]
  have hs := secular_equation e f h
  have hd := lowering_nonneg e f h
  refine ⟨hd, lowering_le hef h, ?_, ?_⟩
  · intro h0
    rw [h0, zero_mul] at hs
    exact (pow_eq_zero_iff two_ne_zero).mp hs.symm
  · intro h0
    have hle := (lowering_le hef h).trans (min_le_left _ _)
    rw [h0, abs_zero] at hle
    rw [h0] at hd ⊢
    exact le_antisymm hle hd

/-- For `e < f`, the lowering falls short of the second-order estimate `h² / (f - e)` by at most
`h⁴ / (f - e)³`. -/
theorem second_order_lower_bound {e f : ℝ} (hef : e < f) (h : ℝ) :
    h ^ 2 / (f - e) - h ^ 4 / (f - e) ^ 3 ≤ lowering e f h := by
  have hs := secular_equation e f h
  have hgap : 0 < f - e := sub_pos.mpr hef
  have hsq : lowering e f h ^ 2 ≤ (h ^ 2 / (f - e)) ^ 2 :=
    pow_le_pow_left₀ (lowering_nonneg e f h) ((lowering_le hef h).trans (min_le_right _ _)) 2
  have hrw : h ^ 2 / (f - e) - h ^ 4 / (f - e) ^ 3
      = (h ^ 2 - (h ^ 2 / (f - e)) ^ 2) / (f - e) := by
    have hne := hgap.ne'
    field_simp
  rw [hrw, div_le_iff₀ hgap]
  linarith

/-- For finitely many orthonormal ghost functions, not coupled to one another, with energies
`ε k ≥ f > e` and couplings `h k` to the monomer function, no nonzero trial vector `(c, x)` has
energy per squared norm below `e` by more than `min (√(∑ h²), ∑ h² / (f - e))`. -/
theorem ghost_basis_bound {ι : Type*} [Fintype ι] {e f : ℝ} (hef : e < f)
    (ε h : ι → ℝ) (hε : ∀ k, f ≤ ε k) (c : ℝ) (x : ι → ℝ) :
    (e - min (√(∑ k, h k ^ 2)) ((∑ k, h k ^ 2) / (f - e))) * (c ^ 2 + ∑ k, x k ^ 2)
      ≤ e * c ^ 2 + 2 * c * ∑ k, h k * x k + ∑ k, ε k * x k ^ 2 := by
  have hH : √(∑ k, h k ^ 2) ^ 2 = ∑ k, h k ^ 2 :=
    Real.sq_sqrt (Finset.sum_nonneg fun k _ => sq_nonneg (h k))
  have hN : 0 ≤ ∑ k, x k ^ 2 := Finset.sum_nonneg fun k _ => sq_nonneg (x k)
  have hX : √(∑ k, x k ^ 2) ^ 2 = ∑ k, x k ^ 2 := Real.sq_sqrt hN
  -- Cauchy-Schwarz bounds the total coupling energy
  have hcs : |∑ k, h k * x k| ≤ √(∑ k, h k ^ 2) * √(∑ k, x k ^ 2) := by
    apply abs_le_of_sq_le_sq _ (by positivity)
    rw [mul_pow, hH, hX]
    exact Finset.sum_mul_sq_le_sq_mul_sq _ _ _
  have hc := mul_le_mul_of_nonneg_left hcs (abs_nonneg c)
  rw [← abs_mul] at hc
  have hc' := neg_abs_le (c * ∑ k, h k * x k)
  have hfx : f * ∑ k, x k ^ 2 ≤ ∑ k, ε k * x k ^ 2 := by
    rw [Finset.mul_sum]
    exact Finset.sum_le_sum fun k _ => mul_le_mul_of_nonneg_right (hε k) (sq_nonneg _)
  -- comparison with a single ghost function carrying the whole coupling
  have hv := variational_bound hef (√(∑ k, h k ^ 2)) |c| (-√(∑ k, x k ^ 2))
  rw [sq_abs, neg_sq, hX] at hv
  have hb := lowering_le hef (√(∑ k, h k ^ 2))
  rw [abs_of_nonneg (Real.sqrt_nonneg _), hH] at hb
  unfold lowering at hb
  have hm := mul_le_mul_of_nonneg_right (sub_le_comm.mp hb) (add_nonneg (sq_nonneg c) hN)
  linarith

end

end GhostFunctionLowering
```

```lean
#print axioms GhostFunctionLowering.ghost_lowering_bounds
-- 'GhostFunctionLowering.ghost_lowering_bounds' depends on axioms: [propext, Classical.choice, Quot.sound]
#print axioms GhostFunctionLowering.second_order_lower_bound
-- 'GhostFunctionLowering.second_order_lower_bound' depends on axioms: [propext, Classical.choice, Quot.sound]
#print axioms GhostFunctionLowering.ghost_basis_bound
-- 'GhostFunctionLowering.ghost_basis_bound' depends on axioms: [propext, Classical.choice, Quot.sound]
```

## What is guaranteed about the least eigenvalue

`energyLevels` is the set of real μ for which `hamiltonian e f h *ᵥ v = μ • v` has a solution `v ≠ 0`. No overlap matrix appears in this equation, which is how orthonormality enters. In `ghost_lowering_bounds`, the hypothesis `IsLeast (energyLevels e f h) E₀` says that `E₀` belongs to this set and lies below all its other members. The three parts of the conclusion are the sign, the ceiling and the condition for zero lowering.

The name `groundEnergy` denotes the one-electron value G, not a many-electron total energy. `groundEnergy_isLeast` proves that it is the least level, and uniqueness of a least element (`hE.unique`) transfers the bounds from the formula to `E₀`.

`secular_equation` squares the root and finishes with `linear_combination`; `lowering_nonneg` compares the root with |g/2|. In `variational_bound`, the step `key` is the perfect square above. `groundEnergy_isLeast` checks the eigenvector row by row, then applies the variational bound to every other level. `lowering_le` drops one term of the secular equation for each ceiling, and `second_order_lower_bound` puts the second ceiling back in.

`ghost_basis_bound` concerns trial vectors, not a set of eigenvalues. There `h` is a family of couplings and `f` is a common lower bound on the ghost energies `ε k`. The proof combines Cauchy–Schwarz (`hcs`) with the two-level bound (`hv`).

The step left to the user is the reduction of a real monomer calculation to such a fixed matrix. Atom-centred functions overlap, so f and h must be evaluated after the ghost function has been orthogonalised to the monomer function and normalised again. In a self-consistent calculation the matrix itself also changes when the ghost function is added, and the bounds then apply only to the model with the matrix held fixed.
